# The mean inverse distance in a flattened donor envelope: an arcsine formula with strict bounds

Take an oblate donor envelope with transverse radius 2 and longitudinal radius 1. On the ellipsoid with these semi-axes, centred on the ion, let $u$ be the height above the equatorial plane, from 0 at the equator to 1 at the pole. The distance from the ion then falls from 2 to 1 as $\sqrt{4-3u^2}$, and averaging its inverse uniformly over $u$ gives

$$\int_0^1\frac{du}{\sqrt{4-3u^2}}=\frac{\arcsin(\sqrt3/2)}{\sqrt3}=\frac{\pi}{3\sqrt3}\approx0.605,$$

which lies between $1/2$ and $1$.

For general radii $0<b<a$, let $\rho$ and $z$ be cylindrical coordinates centred on the ion, $r=\sqrt{\rho^2+z^2}$, and let the envelope be $F=\exp\left(-\sqrt{\rho^2/a^2+z^2/b^2}\right)$. The expectation value $\langle1/r\rangle$ is the average of $1/r$ over space with weight $F^2$. With $R(u)=\sqrt{a^2(1-u^2)+b^2u^2}$,

$$\langle 1/r\rangle=A(a,b):=\int_0^1\frac{du}{R(u)}=\frac{\arcsin\sqrt{1-b^2/a^2}}{\sqrt{a^2-b^2}},\qquad \frac1a<A(a,b)<\frac1b .$$

## The Coulomb term in a variational donor code

In a one-electron effective-mass model with this two-parameter envelope and an isotropic dielectric constant $\varepsilon_r$, the Coulomb energy of the electron in the field of a singly charged ion is $-e^2A(a,b)/(4\pi\varepsilon_0\varepsilon_r)$. At trial pairs with $b<a$ the arcsine formula can replace a numerical quadrature, and the bounds give a cheap check on the returned value.

Both the arcsine formula and the bounds rely on $b<a$. At $a=b=1$ the integrand is 1, so $A=1$: both strict bounds fail and the arcsine formula reads $0/0$. For $a<b$ an inverse hyperbolic sine takes over.

## From stretched coordinates to the arcsine

Set $\rho=as\sqrt{1-u^2}$ and $z=bsu$, with $s>0$ and $0\le u\le1$. This covers the upper half-space, which suffices by symmetry, with volume element $2\pi a^2b\,s^2\,ds\,du$. Then

$$\frac{\rho^2}{a^2}+\frac{z^2}{b^2}=s^2,\qquad \rho^2+z^2=s^2R(u)^2,$$

so $F=e^{-s}$ and $r=sR(u)$. The prefactor $2\pi a^2b$ cancels in the expectation value:

$$\langle1/r\rangle=\frac{\int_0^\infty s\,e^{-2s}ds}{\int_0^\infty s^2e^{-2s}ds}\int_0^1\frac{du}{R(u)}=\frac{1/4}{1/4}\,A(a,b)=A(a,b).$$

This step holds for all positive $a$ and $b$.

For $b<a$ put $c=\sqrt{a^2-b^2}$. Then $R(u)^2=a^2-c^2u^2$, and

$$\frac{d}{du}\,\frac{\arcsin(cu/a)}{c}=\frac{1}{a\sqrt{1-(cu/a)^2}}=\frac1{R(u)} .$$

The primitive vanishes at $u=0$. At $u=1$ it equals $\arcsin(c/a)/c$, and $c/a=\sqrt{1-b^2/a^2}$.

For the bounds, $b\le R(u)\le a$ gives $1/a\le1/R(u)\le1/b$. The first inequality is strict at $u=1$, the second at $u=0$. Since $1/R$ is continuous, both stay strict after integration.

As $b\to0^+$ at fixed $a$, the formula tends to $\arcsin(1)/a=\pi/(2a)$, which is finite although $1/b$ diverges. For $a<b$, put $c=\sqrt{b^2-a^2}$; then $R(u)^2=a^2+c^2u^2$, and the same argument gives $A=\operatorname{arsinh}(c/a)/c$.

## The Lean file

```lean
import Mathlib

open Real Set MeasureTheory Filter Topology

namespace AnisotropicDonor

noncomputable section

/-- Anisotropic donor envelope with transverse radius `a` and longitudinal radius `b`,
in cylindrical coordinates. -/
def envelope (a b ρ z : ℝ) : ℝ := exp (-√(ρ ^ 2 / a ^ 2 + z ^ 2 / b ^ 2))

/-- Distance from the ion, per unit stretched radius, in the direction with stretched
polar cosine `u`. -/
def directionRadius (a b u : ℝ) : ℝ := √(a ^ 2 * (1 - u ^ 2) + b ^ 2 * u ^ 2)

/-- The angular factor of the Coulomb energy. -/
def angularFactor (a b : ℝ) : ℝ := ∫ u in (0 : ℝ)..1, 1 / directionRadius a b u

/-- Integral of `f` times the squared envelope over the upper half-space, in the stretched
coordinates `ρ = a s √(1 - u²)`, `z = b s u` with volume element `2π a² b s² ds du`. -/
def donorIntegral (a b : ℝ) (f : ℝ → ℝ → ℝ) : ℝ :=
  ∫ s in Ioi (0 : ℝ), ∫ u in (0 : ℝ)..1,
    f (a * s * √(1 - u ^ 2)) (b * s * u) *
      envelope a b (a * s * √(1 - u ^ 2)) (b * s * u) ^ 2 * (2 * π * a ^ 2 * b * s ^ 2)

/-- Expectation value of the inverse distance from the ion in the donor envelope. -/
def meanInverseDistance (a b : ℝ) : ℝ :=
  donorIntegral a b (fun ρ z => 1 / √(ρ ^ 2 + z ^ 2)) / donorIntegral a b (fun _ _ => 1)

/-- In stretched coordinates the envelope is `exp (-s)` and the distance from the ion is `s`
times the direction radius. -/
theorem stretched_coordinates {a b s u : ℝ} (ha : 0 < a) (hb : 0 < b) (hs : 0 ≤ s)
    (hu : u ∈ Icc (0 : ℝ) 1) :
    envelope a b (a * s * √(1 - u ^ 2)) (b * s * u) = exp (-s) ∧
    √((a * s * √(1 - u ^ 2)) ^ 2 + (b * s * u) ^ 2) = s * directionRadius a b u := by
  have q : (√(1 - u ^ 2)) ^ 2 = 1 - u ^ 2 := Real.sq_sqrt (by nlinarith [hu.1, hu.2])
  constructor
  · have h : (a * s * √(1 - u ^ 2)) ^ 2 / a ^ 2 + (b * s * u) ^ 2 / b ^ 2 = s ^ 2 := by
      rw [mul_assoc a, mul_assoc b, mul_pow a, mul_pow b,
        mul_div_cancel_left₀ _ (pow_pos ha 2).ne', mul_div_cancel_left₀ _ (pow_pos hb 2).ne',
        mul_pow, q]
      ring
    rw [envelope, h, Real.sqrt_sq hs]
  · have h : (a * s * √(1 - u ^ 2)) ^ 2 + (b * s * u) ^ 2
        = s ^ 2 * (a ^ 2 * (1 - u ^ 2) + b ^ 2 * u ^ 2) := by
      rw [mul_pow (a * s), q]
      ring
    rw [h, Real.sqrt_mul (sq_nonneg s), Real.sqrt_sq hs, directionRadius]

lemma radicand_pos {a b u : ℝ} (ha : 0 < a) (hb : 0 < b) (hu : u ∈ Icc (0 : ℝ) 1) :
    0 < a ^ 2 * (1 - u ^ 2) + b ^ 2 * u ^ 2 := by
  rcases eq_or_lt_of_le hu.1 with h | h
  · rw [← h]
    have := pow_pos ha 2
    linarith
  · have h1 : 0 ≤ 1 - u ^ 2 := by nlinarith [hu.1, hu.2]
    have h2 : 0 < b ^ 2 * u ^ 2 := by positivity
    have h3 : 0 ≤ a ^ 2 * (1 - u ^ 2) := mul_nonneg (sq_nonneg a) h1
    linarith

lemma continuousOn_inverse {a b : ℝ} (ha : 0 < a) (hb : 0 < b) :
    ContinuousOn (fun u => 1 / directionRadius a b u) (Icc 0 1) := by
  have hc : Continuous fun u => directionRadius a b u := by
    unfold directionRadius
    fun_prop
  exact continuousOn_const.div hc.continuousOn
    fun u hu => (Real.sqrt_pos.2 (radicand_pos ha hb hu)).ne'

lemma intervalIntegrable_inverse {a b : ℝ} (ha : 0 < a) (hb : 0 < b) :
    IntervalIntegrable (fun u => 1 / directionRadius a b u) volume 0 1 := by
  apply ContinuousOn.intervalIntegrable
  rw [uIcc_of_le zero_le_one]
  exact continuousOn_inverse ha hb

/-- Radial moments of the squared hydrogenic envelope `exp (-2s)`. -/
theorem radial_moment (n : ℕ) :
    ∫ s in Ioi (0 : ℝ), s ^ n * exp (-(2 * s)) = (1 / 2) ^ (n + 1) * (n.factorial : ℝ) := by
  have h := Real.integral_rpow_mul_exp_neg_mul_Ioi
    (by positivity : (0 : ℝ) < (n : ℝ) + 1) (by norm_num : (0 : ℝ) < 2)
  have e : (1 / 2 : ℝ) ^ ((n : ℝ) + 1) = (1 / 2) ^ (n + 1) := by
    rw [← Real.rpow_natCast, Nat.cast_add_one]
  rw [Real.Gamma_nat_eq_factorial, add_sub_cancel_right, e] at h
  simpa only [Real.rpow_natCast] using h

/-- The mean inverse distance of the donor electron from the ion equals the angular factor,
for any positive radii. -/
theorem meanInverseDistance_eq_angularFactor {a b : ℝ} (ha : 0 < a) (hb : 0 < b) :
    meanInverseDistance a b = angularFactor a b := by
  have e : ∀ s : ℝ, exp (-s) ^ 2 = exp (-(2 * s)) := fun s => by
    rw [pow_two, ← Real.exp_add]
    congr 1
    ring
  -- Coulomb integral: the radial and angular parts separate
  have num : donorIntegral a b (fun ρ z => 1 / √(ρ ^ 2 + z ^ 2))
      = ∫ s in Ioi (0 : ℝ), (2 * π * a ^ 2 * b * angularFactor a b) *
          (s ^ 1 * exp (-(2 * s))) := by
    refine setIntegral_congr_fun measurableSet_Ioi fun s hs => ?_
    have hs' : 0 < s := hs
    try dsimp only
    trans ∫ u in (0 : ℝ)..1, (2 * π * a ^ 2 * b * (s ^ 1 * exp (-(2 * s)))) *
        (1 / directionRadius a b u)
    · refine intervalIntegral.integral_congr fun u hu => ?_
      rw [uIcc_of_le zero_le_one] at hu
      have hR : directionRadius a b u ≠ 0 := (Real.sqrt_pos.2 (radicand_pos ha hb hu)).ne'
      obtain ⟨h1, h2⟩ := stretched_coordinates ha hb hs'.le hu
      try dsimp only
      rw [h1, h2, e]
      field_simp
    · rw [intervalIntegral.integral_const_mul, angularFactor]
      ring
  -- normalisation integral
  have den : donorIntegral a b (fun _ _ => 1)
      = ∫ s in Ioi (0 : ℝ), (2 * π * a ^ 2 * b) * (s ^ 2 * exp (-(2 * s))) := by
    refine setIntegral_congr_fun measurableSet_Ioi fun s hs => ?_
    have hs' : 0 < s := hs
    try dsimp only
    trans ∫ _u in (0 : ℝ)..1, (2 * π * a ^ 2 * b) * (s ^ 2 * exp (-(2 * s)))
    · refine intervalIntegral.integral_congr fun u hu => ?_
      rw [uIcc_of_le zero_le_one] at hu
      try dsimp only
      rw [(stretched_coordinates ha hb hs'.le hu).1, e]
      ring
    · rw [intervalIntegral.integral_const, sub_zero, one_smul]
  rw [meanInverseDistance, num, den, integral_const_mul, integral_const_mul,
    radial_moment, radial_moment]
  have hπ := Real.pi_pos
  norm_num [Nat.factorial]
  field_simp

/-- Closed form of the angular factor for a flattened donor, `b < a`. -/
theorem angularFactor_eq_arcsin {a b : ℝ} (hb : 0 < b) (hab : b < a) :
    angularFactor a b = arcsin (√(1 - b ^ 2 / a ^ 2)) / √(a ^ 2 - b ^ 2) := by
  have ha : 0 < a := hb.trans hab
  have hd : 0 < a ^ 2 - b ^ 2 := by nlinarith
  have hr : √(1 - b ^ 2 / a ^ 2) = √(a ^ 2 - b ^ 2) / a := by
    rw [show 1 - b ^ 2 / a ^ 2 = (a ^ 2 - b ^ 2) / a ^ 2 by
      rw [sub_div, div_self (pow_pos ha 2).ne'], Real.sqrt_div hd.le, Real.sqrt_sq ha.le]
  rw [hr]
  have hc : 0 < √(a ^ 2 - b ^ 2) := Real.sqrt_pos.2 hd
  have hc2 : (√(a ^ 2 - b ^ 2)) ^ 2 = a ^ 2 - b ^ 2 := Real.sq_sqrt hd.le
  generalize √(a ^ 2 - b ^ 2) = c at hc hc2 ⊢
  -- an arcsine is a primitive of the integrand
  have hF : ∀ u ∈ uIcc (0 : ℝ) 1, HasDerivAt (fun u => arcsin (c / a * u) / c)
      (1 / directionRadius a b u) u := by
    intro u hu
    rw [uIcc_of_le zero_le_one] at hu
    have hx := radicand_pos ha hb hu
    have h0 : (c / a * u) ^ 2 * a ^ 2 = c ^ 2 * u ^ 2 := by field_simp
    have key : a ^ 2 * (1 - u ^ 2) + b ^ 2 * u ^ 2 = a ^ 2 * (1 - (c / a * u) ^ 2) := by
      linear_combination h0 + u ^ 2 * hc2
    rw [key] at hx
    have hx' := (mul_pos_iff_of_pos_left (pow_pos ha 2)).1 hx
    have n1 : c / a * u ≠ -1 := fun h => by rw [h] at hx'; norm_num at hx'
    have n2 : c / a * u ≠ 1 := fun h => by rw [h] at hx'; norm_num at hx'
    have h1 : HasDerivAt (fun u => c / a * u) (c / a) u := by
      simpa using (hasDerivAt_id u).const_mul (c / a)
    refine (((Real.hasDerivAt_arcsin n1 n2).comp u h1).div_const c).congr_deriv ?_
    rw [directionRadius, key, Real.sqrt_mul (sq_nonneg a), Real.sqrt_sq ha.le]
    have hw := Real.sqrt_pos.2 hx'
    generalize √(1 - (c / a * u) ^ 2) = w at hw ⊢
    field_simp
  rw [angularFactor, intervalIntegral.integral_eq_sub_of_hasDerivAt hF
    (intervalIntegrable_inverse ha hb)]
  simp

/-- For a flattened donor the angular factor lies strictly between the inverse radii. -/
theorem angularFactor_bounds {a b : ℝ} (hb : 0 < b) (hab : b < a) :
    1 / a < angularFactor a b ∧ angularFactor a b < 1 / b := by
  have ha : 0 < a := hb.trans hab
  have hd : 0 ≤ a ^ 2 - b ^ 2 := by nlinarith
  have hlt : 1 / a < 1 / b := one_div_lt_one_div_of_lt hb hab
  have hcont := continuousOn_inverse ha hb
  have r0 : directionRadius a b 0 = a := by simp [directionRadius, Real.sqrt_sq ha.le]
  have r1 : directionRadius a b 1 = b := by simp [directionRadius, Real.sqrt_sq hb.le]
  constructor
  · have h := intervalIntegral.integral_lt_integral_of_continuousOn_of_le_of_exists_lt
      (f := fun _ => 1 / a) zero_lt_one continuousOn_const hcont
      (fun u hu => one_div_le_one_div_of_le
        (Real.sqrt_pos.2 (radicand_pos ha hb ⟨hu.1.le, hu.2⟩))
        (Real.sqrt_le_iff.2 ⟨ha.le, by nlinarith [mul_nonneg hd (sq_nonneg u)]⟩))
      ⟨1, ⟨zero_le_one, le_rfl⟩, by simpa only [r1] using hlt⟩
    rwa [intervalIntegral.integral_const, sub_zero, one_smul] at h
  · have h := intervalIntegral.integral_lt_integral_of_continuousOn_of_le_of_exists_lt
      (g := fun _ => 1 / b) zero_lt_one hcont continuousOn_const
      (fun u hu => one_div_le_one_div_of_le hb ((Real.le_sqrt' hb).2 (by
        have h1 : 0 ≤ 1 - u ^ 2 := by nlinarith [hu.1, hu.2]
        nlinarith [mul_nonneg hd h1])))
      ⟨0, ⟨le_rfl, zero_le_one⟩, by simpa only [r0] using hlt⟩
    rwa [intervalIntegral.integral_const, sub_zero, one_smul] at h

/-- For a flattened donor envelope, the mean inverse distance from the ion has an arcsine
closed form and lies strictly between the inverse radii. -/
theorem meanInverseDistance_flattened {a b : ℝ} (hb : 0 < b) (hab : b < a) :
    meanInverseDistance a b = arcsin (√(1 - b ^ 2 / a ^ 2)) / √(a ^ 2 - b ^ 2) ∧
    1 / a < meanInverseDistance a b ∧ meanInverseDistance a b < 1 / b := by
  rw [meanInverseDistance_eq_angularFactor (hb.trans hab) hb]
  exact ⟨angularFactor_eq_arcsin hb hab, angularFactor_bounds hb hab⟩

/-- As the longitudinal radius shrinks to zero at fixed transverse radius `a`, the angular
factor tends to `π / (2a)`. -/
theorem angularFactor_flat_limit {a : ℝ} (ha : 0 < a) :
    Tendsto (fun b => angularFactor a b) (𝓝[>] 0) (𝓝 (π / (2 * a))) := by
  have hc : ContinuousAt
      (fun b : ℝ => arcsin (√(1 - b ^ 2 / a ^ 2)) / √(a ^ 2 - b ^ 2)) 0 := by
    refine ContinuousAt.div (Real.continuous_arcsin.comp (by fun_prop)).continuousAt
      (Continuous.continuousAt (by fun_prop)) ?_
    simp [Real.sqrt_sq ha.le, ha.ne']
  have hv : arcsin (√(1 - (0 : ℝ) ^ 2 / a ^ 2)) / √(a ^ 2 - 0 ^ 2) = π / (2 * a) := by
    rw [show 1 - (0 : ℝ) ^ 2 / a ^ 2 = 1 by simp, show a ^ 2 - (0 : ℝ) ^ 2 = a ^ 2 by ring,
      Real.sqrt_one, Real.arcsin_one, Real.sqrt_sq ha.le, div_div]
  have ht := hc.tendsto.mono_left (nhdsWithin_le_nhds (s := Ioi (0 : ℝ)))
  rw [hv] at ht
  refine ht.congr' ?_
  filter_upwards [Ioo_mem_nhdsGT ha] with b hb
  exact (angularFactor_eq_arcsin hb.1 hb.2).symm

/-- Closed form of the angular factor for an elongated donor, `a < b`. -/
theorem angularFactor_eq_arsinh {a b : ℝ} (ha : 0 < a) (hab : a < b) :
    angularFactor a b = arsinh (√(b ^ 2 - a ^ 2) / a) / √(b ^ 2 - a ^ 2) := by
  have hb : 0 < b := ha.trans hab
  have hd : 0 < b ^ 2 - a ^ 2 := by nlinarith
  have hc : 0 < √(b ^ 2 - a ^ 2) := Real.sqrt_pos.2 hd
  have hc2 : (√(b ^ 2 - a ^ 2)) ^ 2 = b ^ 2 - a ^ 2 := Real.sq_sqrt hd.le
  generalize √(b ^ 2 - a ^ 2) = c at hc hc2 ⊢
  have hF : ∀ u ∈ uIcc (0 : ℝ) 1, HasDerivAt (fun u => arsinh (c / a * u) / c)
      (1 / directionRadius a b u) u := by
    intro u _
    have h0 : (c / a * u) ^ 2 * a ^ 2 = c ^ 2 * u ^ 2 := by field_simp
    have key : a ^ 2 * (1 - u ^ 2) + b ^ 2 * u ^ 2 = a ^ 2 * (1 + (c / a * u) ^ 2) := by
      linear_combination -h0 - u ^ 2 * hc2
    have h1 : HasDerivAt (fun u => c / a * u) (c / a) u := by
      simpa using (hasDerivAt_id u).const_mul (c / a)
    refine (((Real.hasDerivAt_arsinh (c / a * u)).comp u h1).div_const c).congr_deriv ?_
    rw [directionRadius, key, Real.sqrt_mul (sq_nonneg a), Real.sqrt_sq ha.le]
    have hw : 0 < √(1 + (c / a * u) ^ 2) := Real.sqrt_pos.2 (by positivity)
    generalize √(1 + (c / a * u) ^ 2) = w at hw ⊢
    field_simp
  rw [angularFactor, intervalIntegral.integral_eq_sub_of_hasDerivAt hF
    (intervalIntegrable_inverse ha hb)]
  simp

end

end AnisotropicDonor
```

```lean
#print axioms AnisotropicDonor.meanInverseDistance_flattened
#print axioms AnisotropicDonor.angularFactor_flat_limit
#print axioms AnisotropicDonor.angularFactor_eq_arsinh
```

```
'AnisotropicDonor.meanInverseDistance_flattened' depends on axioms: [propext, Classical.choice, Quot.sound]
'AnisotropicDonor.angularFactor_flat_limit' depends on axioms: [propext, Classical.choice, Quot.sound]
'AnisotropicDonor.angularFactor_eq_arsinh' depends on axioms: [propext, Classical.choice, Quot.sound]
```

## Coordinates by definition, integrals by proof

The main theorem, `meanInverseDistance_flattened`, takes real radii with `0 < b` and `b < a`, and states the closed form and both bounds for `meanInverseDistance a b`. That quantity is a ratio of two `donorIntegral`s, so the envelope needs no prior normalisation. `directionRadius` is $R(u)$ and `angularFactor` is $A(a,b)$.

`donorIntegral` is written in stretched coordinates from the start. The volume element and the restriction to the upper half-space are therefore part of the definition, and the change of variables from Cartesian space is not proved. Kinetic energy, minimisation over $a$ and $b$, anisotropic screening and central-cell corrections do not enter.

The proof follows the derivation:

- `stretched_coordinates` gives $F=e^{-s}$ and $r=sR(u)$, and `radial_moment` obtains the radial integrals from the Gamma function. `meanInverseDistance_eq_angularFactor` separates the integrals and cancels the common factors.
- `radicand_pos` keeps $R$ away from zero; continuity and integrability of $1/R$ follow.
- `angularFactor_eq_arcsin` checks the derivative of the primitive and applies the fundamental theorem of calculus. `angularFactor_eq_arsinh` does the same for $a<b$.
- `angularFactor_bounds` compares continuous integrands, with strictness supplied at one endpoint.
- `angularFactor_flat_limit` uses continuity of the closed form at $b=0$ and its agreement with $A$ for $0<b<a$.
